# Two-site SCC-DFTB with positive parameters: one self-consistent charge, one energy minimum

Two electrons of opposite spin share the lower orbital of a two-site model with one orthonormal orbital per site. The site levels differ by $d=6$ and are coupled by a hopping matrix element $-t/2$ with $t=4$, in some energy unit. Without charge interaction, the lower site gains $x_0=6/\sqrt{52}\approx0.83$ electrons. With an interaction $\gamma=5$, a transfer $x$ reduces the level offset to $6-5x$. At $x=3/5$ the offset is $3$, and $3/\sqrt{3^2+4^2}=3/5$ returns the same charge. The energy there is $-5.9$. It exceeds $-\sqrt{52}$, the energy without charge interaction, by about $1.31$, which lies between $\gamma x^2/2=0.9$ and $\gamma x_0^2/2\approx1.73$.

For all real $d,t,\gamma>0$, exactly one transfer $x$ reproduces itself in this way. It lies between $0$ and $x_0=d/\sqrt{d^2+t^2}$ and is the only minimizer of the energy on $[-1,1]$. Its energy exceeds $-\sqrt{d^2+t^2}$ by an amount between $\gamma x^2/2$ and $\gamma x_0^2/2$.

In Lean 4 with Mathlib:

```lean
import Mathlib

open Matrix

namespace TwoSiteHarrisFoulkes

noncomputable section
```

## Energy and charge response

The sites carry one orthonormal orbital each, with onsite energies $\mp d/2$ and hopping $-t/2$. The overlap between orbitals on different sites, which standard SCC-DFTB includes, is neglected here.

```lean
/-- Two-site Hamiltonian with onsite energies `-d/2` and `d/2` and hopping `-t/2`. -/
def hamiltonian (d t : ℝ) : Matrix (Fin 2) (Fin 2) ℝ :=
  !![-d / 2, -t / 2; -t / 2, d / 2]
```

Let $x$ be the charge transfer, so that the populations are $1+x$ and $1-x$. The energy is
$$E(x)=-dx-t\sqrt{1-x^2}+\tfrac{\gamma}{2}x^2 .$$
The postulated constant $\gamma$ is the net cost of charge separation: onsite repulsion less intersite repulsion, $\gamma_{11}+\gamma_{22}-2\gamma_{12}$ in the usual SCC-DFTB notation. The repulsive pair energy, constant at fixed geometry, is left out.

```lean
/-- Two-site SCC-DFTB energy as a function of the charge transfer `x`, for `-1 ≤ x ≤ 1`. -/
def energy (d t γ x : ℝ) : ℝ := -d * x - t * √(1 - x ^ 2) + γ * x ^ 2 / 2
```

A level offset $a$ produces the transfer $a/\sqrt{a^2+t^2}$, called `response t a`. Thus $x_0$ is `response t d`, and self-consistency reads `x = response t (d - γ * x)`.

```lean
/-- Charge transfer produced by the level offset `a` at hopping parameter `t`,
for `a` and `t` not both zero. -/
def response (t a : ℝ) : ℝ := a / √(a ^ 2 + t ^ 2)
```

The Harris-Foulkes energy, here a function of one input number $y$, is the band energy at offset $d-\gamma y$ minus the double-counting term:
$$H(y)=-\sqrt{(d-\gamma y)^2+t^2}-\tfrac{\gamma}{2}y^2 .$$

```lean
/-- Harris-Foulkes energy at the input charge transfer `y`: the band energy in the potential
of `y`, minus the double-counting term. -/
def harris (d t γ y : ℝ) : ℝ := -√((d - γ * y) ^ 2 + t ^ 2) - γ * y ^ 2 / 2
```

To connect $E$ with the Hamiltonian, doubly occupy a normalised orbital with amplitudes $c,s\ge0$ and set $x=c^2-s^2$. Twice the orbital energy is $-dx-2tcs$. Since $1-x^2=(c^2+s^2)^2-(c^2-s^2)^2=(2cs)^2$, we have $2cs=\sqrt{1-x^2}$, and adding the charge term gives $E(x)$. For $t>0$, amplitudes of opposite sign would only raise the energy.

```lean
/-- For a normalised orbital with nonnegative amplitudes `c` and `s`, twice the orbital energy
plus the charge-fluctuation term is the SCC-DFTB energy at `x = c² - s²`. -/
theorem orbital_energy (d t γ : ℝ) {c s : ℝ} (hc : 0 ≤ c) (hs : 0 ≤ s)
    (h : c ^ 2 + s ^ 2 = 1) :
    2 * (![c, s] ⬝ᵥ (hamiltonian d t *ᵥ ![c, s])) + γ * (c ^ 2 - s ^ 2) ^ 2 / 2
      = energy d t γ (c ^ 2 - s ^ 2) := by
  have hb : √(1 - (c ^ 2 - s ^ 2) ^ 2) = 2 * c * s := by
    rw [show 1 - (c ^ 2 - s ^ 2) ^ 2 = (2 * c * s) ^ 2 by
      linear_combination (-(c ^ 2 + s ^ 2 + 1)) * h]
    exact Real.sqrt_sq (by positivity)
  unfold energy
  rw [hb]
  simp [hamiltonian, Matrix.mulVec, dotProduct, Fin.sum_univ_two]
  ring
```

## The band energy as a variational problem

Write $u=\sqrt{1-x^2}$. From $x^2+u^2=1$,
$$(ax+tu)^2=a^2+t^2-(au-tx)^2\le a^2+t^2 .$$
Taking square roots bounds the band energy $-ax-tu$ from below. The hypothesis `x ^ 2 ≤ 1` keeps $x$ in the physical range.

```lean
/-- The band energy at level offset `a` is never below `-√(a² + t²)`. -/
theorem band_bound (a t : ℝ) {x : ℝ} (hx : x ^ 2 ≤ 1) :
    a * x + t * √(1 - x ^ 2) ≤ √(a ^ 2 + t ^ 2) := by
  have hs : √(1 - x ^ 2) ^ 2 = 1 - x ^ 2 := Real.sq_sqrt (by linarith)
  have h : (a * x + t * √(1 - x ^ 2)) ^ 2
      = a ^ 2 + t ^ 2 - (a * √(1 - x ^ 2) - t * x) ^ 2 := by
    linear_combination (a ^ 2 + t ^ 2) * hs
  exact (le_abs_self _).trans
    (Real.abs_le_sqrt (by linarith [sq_nonneg (a * √(1 - x ^ 2) - t * x)]))
```

From here on, let $t>0$. The response then attains this bound. With $R=\sqrt{a^2+t^2}$ and $x=a/R$, we get $u=t/R$, hence $ax+tu=(a^2+t^2)/R=R$ and $au=tx$. Since $t>0$, also $x^2<1$.

```lean
/-- The response lies strictly between full transfers, attains the band-energy bound, and
satisfies the stationarity condition `a √(1 - x²) = t x`. -/
theorem response_attains {t : ℝ} (ht : 0 < t) (a : ℝ) :
    response t a ^ 2 < 1 ∧
    a * response t a + t * √(1 - response t a ^ 2) = √(a ^ 2 + t ^ 2) ∧
    a * √(1 - response t a ^ 2) = t * response t a := by
  have hR : 0 < √(a ^ 2 + t ^ 2) := Real.sqrt_pos.2 (by positivity)
  have hR2 : √(a ^ 2 + t ^ 2) ^ 2 = a ^ 2 + t ^ 2 := Real.sq_sqrt (by positivity)
  unfold response
  generalize √(a ^ 2 + t ^ 2) = R at hR hR2 ⊢
  have h1 : 1 - (a / R) ^ 2 = (t / R) ^ 2 := by
    field_simp
    linarith
  have h2 : 0 < (t / R) ^ 2 := by positivity
  rw [h1, Real.sqrt_sq (by positivity)]
  refine ⟨by linarith, ?_, by ring⟩
  field_simp
  linarith
```

Let $a<b$ have responses $x_a,x_b$, with corresponding $u_a,u_b$. Each is optimal for its own offset:
$$ax_b+tu_b\le ax_a+tu_a,\qquad bx_a+tu_a\le bx_b+tu_b .$$
Adding gives $(b-a)(x_b-x_a)\ge0$, so $x_a\le x_b$. If they were equal, stationarity would give $au_a=tx_a=bu_a$ with $u_a>0$, contradicting $a<b$.

```lean
/-- A larger level offset transfers strictly more charge. -/
theorem response_strictMono {t : ℝ} (ht : 0 < t) : StrictMono (response t) := by
  intro a b hab
  obtain ⟨ha1, ha2, ha3⟩ := response_attains ht a
  obtain ⟨hb1, hb2, hb3⟩ := response_attains ht b
  -- each response is optimal for its own offset
  have h1 := band_bound a t hb1.le
  have h2 := band_bound b t ha1.le
  have hle : response t a ≤ response t b := by
    by_contra h
    nlinarith [mul_pos (sub_pos.2 hab) (sub_pos.2 (not_le.1 h))]
  refine lt_of_le_of_ne hle fun h => ?_
  rw [← h] at hb3
  have hs : 0 < √(1 - response t a ^ 2) := Real.sqrt_pos.2 (by linarith)
  nlinarith [mul_pos (sub_pos.2 hab) hs]
```

## Harris-Foulkes bounds

Expanding the squares gives
$$E(x)-H(y)-\tfrac{\gamma}{2}(x-y)^2=\sqrt{(d-\gamma y)^2+t^2}-(d-\gamma y)x-tu\ge0,$$
by the band bound at $a=d-\gamma y$.

```lean
/-- For `x² ≤ 1` and any input `y`, the SCC-DFTB energy at `x` is at least the Harris-Foulkes energy
at `y` plus `γ (x - y)² / 2`. -/
theorem harris_le_energy (d t γ y : ℝ) {x : ℝ} (hx : x ^ 2 ≤ 1) :
    harris d t γ y + γ / 2 * (x - y) ^ 2 ≤ energy d t γ x := by
  have h := band_bound (d - γ * y) t hx
  unfold harris energy
  nlinarith
```

If $x$ is self-consistent and $y=x$, the band bound is attained, so $H(x)=E(x)$.

```lean
/-- At a self-consistent charge transfer the Harris-Foulkes and SCC-DFTB energies agree. -/
theorem harris_eq_energy {d t γ x : ℝ} (ht : 0 < t) (hx : x = response t (d - γ * x)) :
    harris d t γ x = energy d t γ x := by
  have h := (response_attains ht (d - γ * x)).2.1
  rw [← hx] at h
  unfold harris energy
  nlinarith
```

For an upper bound on the error, let $A$ and $B$ be the square roots at inputs $x$ and $y$, and put $\delta=\gamma(x-y)$. Self-consistency means $xA=d-\gamma x$, so $B^2=A^2+2xA\delta+\delta^2$. From $(A-B)^2\ge0$ and $A\ge t$,
$$B\le\frac{A^2+B^2}{2A}=A+x\delta+\frac{\delta^2}{2A}\le A+x\delta+\frac{\delta^2}{2t}.$$
Substituting into $E(x)-H(y)=B-A+\tfrac{\gamma}{2}(y^2-x^2)$ yields
$$\tfrac{\gamma}{2}(x-y)^2\le E(x)-H(y)\le\tfrac12\Big(\gamma+\frac{\gamma^2}{t}\Big)(x-y)^2 .$$
In this closed-shell model with a single charge variable, a non-self-consistent Harris-Foulkes energy therefore has an error quadratic in the input charge error and, for $\gamma>0$, never lies above the converged energy.

```lean
/-- The Harris-Foulkes error at input `y` is of second order in the distance to a
self-consistent `x`, with explicit bounds from both sides. -/
theorem harris_error {d t γ x : ℝ} (ht : 0 < t) (hx : x = response t (d - γ * x)) (y : ℝ) :
    γ / 2 * (x - y) ^ 2 ≤ energy d t γ x - harris d t γ y ∧
    energy d t γ x - harris d t γ y ≤ (γ + γ ^ 2 / t) / 2 * (x - y) ^ 2 := by
  have hx1 : x ^ 2 < 1 := by
    have h := (response_attains ht (d - γ * x)).1
    rwa [← hx] at h
  refine ⟨by linarith [harris_le_energy d t γ y hx1.le], ?_⟩
  rw [← harris_eq_energy ht hx]
  unfold harris
  unfold response at hx
  have hA : 0 < √((d - γ * x) ^ 2 + t ^ 2) := Real.sqrt_pos.2 (by positivity)
  have hA2 : √((d - γ * x) ^ 2 + t ^ 2) ^ 2 = (d - γ * x) ^ 2 + t ^ 2 :=
    Real.sq_sqrt (by positivity)
  have hB2 : √((d - γ * y) ^ 2 + t ^ 2) ^ 2 = (d - γ * y) ^ 2 + t ^ 2 :=
    Real.sq_sqrt (by positivity)
  have htA : t ≤ √((d - γ * x) ^ 2 + t ^ 2) :=
    (le_abs_self t).trans (Real.abs_le_sqrt (by linarith [sq_nonneg (d - γ * x)]))
  generalize √((d - γ * x) ^ 2 + t ^ 2) = A at *
  generalize √((d - γ * y) ^ 2 + t ^ 2) = B at *
  have hxA : x * A = d - γ * x := (eq_div_iff hA.ne').1 hx
  -- the square root lies below its tangent in the squared variable
  have hB : B ≤ A + x * (γ * (x - y)) + (γ * (x - y)) ^ 2 / (2 * A) := by
    have hq : (γ * (x - y)) ^ 2 / (2 * A) * (2 * A) = (γ * (x - y)) ^ 2 :=
      div_mul_cancel₀ _ (by positivity)
    have hm : (A + x * (γ * (x - y)) + (γ * (x - y)) ^ 2 / (2 * A) - B) * (2 * A)
        = (A - B) ^ 2 := by
      linear_combination hq + 2 * (γ * (x - y)) * hxA + hA2 - hB2
    by_contra hlt
    nlinarith [mul_pos (sub_pos.2 (not_le.1 hlt)) hA, sq_nonneg (A - B)]
  have hq : (γ * (x - y)) ^ 2 / (2 * A) ≤ (γ * (x - y)) ^ 2 / (2 * t) := by gcongr
  have he : (γ + γ ^ 2 / t) / 2 * (x - y) ^ 2
      = γ / 2 * (x - y) ^ 2 + (γ * (x - y)) ^ 2 / (2 * t) := by ring
  rw [he]
  nlinarith
```

## Existence, uniqueness and the energy window

Let $f(x)=x-{}$`response t (d - γ * x)`. Then $f(0)=-x_0<0$, while $f(x_0)>0$ because the offset $d-\gamma x_0$ is below $d$. By continuity $f$ vanishes at some $x\in[0,x_0]$. It is not $0$, since $f(0)\ne0$; monotonicity then gives $x<x_0$.

```lean
/-- Some self-consistent charge transfer lies strictly between zero and the
non-self-consistent value `response t d`. -/
theorem exists_selfConsistent {d t γ : ℝ} (hd : 0 < d) (ht : 0 < t) (hγ : 0 < γ) :
    ∃ x, 0 < x ∧ x < response t d ∧ x = response t (d - γ * x) := by
  have h0 : 0 < response t d := div_pos hd (Real.sqrt_pos.2 (by positivity))
  have h1 : response t (d - γ * response t d) < response t d :=
    response_strictMono ht (sub_lt_self _ (mul_pos hγ h0))
  have hc : Continuous (fun x : ℝ => x - response t (d - γ * x)) := by
    unfold response
    exact continuous_id.sub (Continuous.div (by fun_prop) (by fun_prop)
      (fun x => (Real.sqrt_pos.2 (by positivity)).ne'))
  -- input minus output changes sign between zero and `response t d`
  obtain ⟨x, hx, hfx⟩ := intermediate_value_Icc h0.le hc.continuousOn
    (show (0 : ℝ) ∈ Set.Icc (0 - response t (d - γ * 0))
      (response t d - response t (d - γ * response t d)) from
      ⟨by rw [mul_zero, sub_zero]; linarith, by linarith⟩)
  have hs : x = response t (d - γ * x) := sub_eq_zero.1 hfx
  have hx0 : 0 < x := by
    refine lt_of_le_of_ne hx.1 fun h => ?_
    rw [← h, mul_zero, sub_zero] at hs
    linarith
  exact ⟨x, hx0, hs.trans_lt (response_strictMono ht (sub_lt_self _ (mul_pos hγ hx0))), hs⟩
```

For any self-consistent $z$ and any $y\in[-1,1]$, the Harris-Foulkes bounds give
$$E(z)+\tfrac{\gamma}{2}(y-z)^2\le E(y),$$
which is `gap` in the proof. So $x$ minimizes $E$, and $E(y)\le E(x)$ forces $y=x$ (`key`). This covers any other minimizer and any other self-consistent point, which also lies in $(-1,1)$ and satisfies $E(y)\le E(x)$ by `gap`.

The band bound at $a=d$ gives $E(x)\ge-\sqrt{d^2+t^2}+\gamma x^2/2$. The trial value $x_0$ gives $E(x)\le E(x_0)=-\sqrt{d^2+t^2}+\gamma x_0^2/2$.

In the theorem, one `x` serves every clause. The first equivalence says that it is the only self-consistent real number, the second that it is the only minimizer on `Set.Icc (-1) 1`. Whether a given mixing scheme converges to it is a separate question.

```lean
/-- The two-site SCC-DFTB energy has a unique minimizer on `[-1, 1]`, which is the unique
self-consistent charge transfer; it is positive, smaller than the non-self-consistent value,
and its energy relative to `-√(d² + t²)` is bounded by the two charge-fluctuation energies. -/
theorem scc_minimizer {d t γ : ℝ} (hd : 0 < d) (ht : 0 < t) (hγ : 0 < γ) :
    ∃ x, 0 < x ∧ x < response t d ∧
      (∀ y, y = response t (d - γ * y) ↔ y = x) ∧
      (∀ y ∈ Set.Icc (-1 : ℝ) 1,
        IsMinOn (energy d t γ) (Set.Icc (-1) 1) y ↔ y = x) ∧
      γ * x ^ 2 / 2 ≤ energy d t γ x + √(d ^ 2 + t ^ 2) ∧
      energy d t γ x + √(d ^ 2 + t ^ 2) ≤ γ * response t d ^ 2 / 2 := by
  obtain ⟨x, hx0, hxd, hs⟩ := exists_selfConsistent hd ht hγ
  obtain ⟨hd1, hd2, -⟩ := response_attains ht d
  have hx1 : x ^ 2 < 1 := by nlinarith
  -- quadratic growth of the energy away from any self-consistent point
  have gap : ∀ z, z = response t (d - γ * z) → ∀ y, y ^ 2 ≤ 1 →
      energy d t γ z + γ / 2 * (y - z) ^ 2 ≤ energy d t γ y := by
    intro z hz y hy
    rw [← harris_eq_energy ht hz]
    exact harris_le_energy d t γ z hy
  have low : ∀ y, y ^ 2 ≤ 1 → energy d t γ x ≤ energy d t γ y := by
    intro y hy
    have hp : 0 ≤ γ / 2 * (y - x) ^ 2 := by positivity
    linarith [gap x hs y hy]
  have key : ∀ y, y ^ 2 ≤ 1 → energy d t γ y ≤ energy d t γ x → y = x := by
    intro y hy hle
    by_contra hne
    have hne' : y - x ≠ 0 := sub_ne_zero.2 hne
    have hp : 0 < γ / 2 * (y - x) ^ 2 := by positivity
    linarith [gap x hs y hy]
  refine ⟨x, hx0, hxd, fun y => ⟨fun hy => ?_, fun hy => hy ▸ hs⟩,
    fun y hy => ⟨fun hmin => ?_, fun h => ?_⟩, ?_, ?_⟩
  · have hy1 : y ^ 2 < 1 := by
      have h := (response_attains ht (d - γ * y)).1
      rwa [← hy] at h
    have hp : 0 ≤ γ / 2 * (x - y) ^ 2 := by positivity
    exact key y hy1.le (by linarith [gap y hy x hx1.le])
  · exact key y (by nlinarith [hy.1, hy.2])
      (isMinOn_iff.1 hmin x ⟨by linarith, by nlinarith⟩)
  · rw [h]
    exact isMinOn_iff.2 fun z hz => low z (by nlinarith [hz.1, hz.2])
  · have h := band_bound d t hx1.le
    unfold energy
    linarith
  · -- the non-self-consistent charge transfer serves as a trial value
    have h := low (response t d) hd1.le
    have he : energy d t γ (response t d)
        = -√(d ^ 2 + t ^ 2) + γ * response t d ^ 2 / 2 := by
      unfold energy
      linarith
    linarith

end

end TwoSiteHarrisFoulkes
```

As $\gamma\to0$ with $d,t$ fixed, both ends of the energy window tend to zero and $x$ tends to $x_0$, recovering the non-interacting two-site problem.

```lean
#print axioms TwoSiteHarrisFoulkes.orbital_energy
#print axioms TwoSiteHarrisFoulkes.harris_error
#print axioms TwoSiteHarrisFoulkes.scc_minimizer
```

```
'TwoSiteHarrisFoulkes.orbital_energy' depends on axioms: [propext, Classical.choice, Quot.sound]
'TwoSiteHarrisFoulkes.harris_error' depends on axioms: [propext, Classical.choice, Quot.sound]
'TwoSiteHarrisFoulkes.scc_minimizer' depends on axioms: [propext, Classical.choice, Quot.sound]
```
